# For a differentiable energy of the cell metric, the strain gradient at zero strain is symmetric

The energy is modelled as a function \(\varphi\) on all real \(n\times n\) matrices, although a cell metric is always symmetric. Its partial derivatives therefore treat the entries \(kl\) and \(lk\) as independent, and their matrix \(G\) need not be symmetric. Only \(G+G^T\) will enter the result.

## The energy sees strain only through the metric

Let the columns of \(h\) be the lattice vectors, \(e\) the strain and \(F=1+e\). The strained cell is \(Fh\), and

\[
g(e)=h^TF^TFh,\qquad E(e)=\varphi(g(e)).
\]

The metric holds the scalar products of the strained lattice vectors, so a rigid rotation leaves it unchanged. Physically, this describes a crystal with fixed fractional coordinates and no external field that singles out a direction.

```lean
import Mathlib

open Matrix

namespace PlaneWaveStress

noncomputable section

attribute [local instance] Matrix.normedAddCommGroup Matrix.normedSpace

variable {n : Type*} [Fintype n] [DecidableEq n]

/-- The metric of the cell `h` after the strain `e`, that is `hᵀ (1 + e)ᵀ (1 + e) h`. -/
def cellMetric (h e : Matrix n n ℝ) : Matrix n n ℝ :=
  hᵀ * (1 + e)ᵀ * (1 + e) * h

/-- The energy as a function of strain, when it depends on the strain only through the metric. -/
def strainEnergy (φ : Matrix n n ℝ → ℝ) (h e : Matrix n n ℝ) : ℝ :=
  φ (cellMetric h e)
```

The assumption is built into `strainEnergy`. The matrix `strainGradient` holds the derivatives of \(E\) with respect to \(e_{ij}\); at zero strain, dividing it by the cell volume gives the stress, up to sign convention. `metricGradient` is \(G\).

```lean
/-- The matrix of partial derivatives of the energy with respect to the strain components,
taken at the strain `e`. -/
def strainGradient (φ : Matrix n n ℝ → ℝ) (h e : Matrix n n ℝ) : Matrix n n ℝ :=
  Matrix.of fun i j =>
    deriv (fun t : ℝ => strainEnergy φ h (e + t • Matrix.single i j (1 : ℝ))) 0

/-- The matrix of partial derivatives of `φ` with respect to the metric components,
all components being varied independently. -/
def metricGradient (φ : Matrix n n ℝ → ℝ) (g : Matrix n n ℝ) : Matrix n n ℝ :=
  Matrix.of fun k l => fderiv ℝ φ g (Matrix.single k l (1 : ℝ))
```

By hand, the assumption is used when the metric is expanded along a direction \(a\):

\[
g(e+ta)=g(e)+tB+t^2h^Ta^Tah,\qquad B=h^T(a^TF+F^Ta)h.
\]

`cellMetric_line` proves this by multiplying out. Without the assumption symmetry can fail: for \(n\ge2\), the energy \(E(e)=e_{12}\) has a single nonzero partial derivative, off the diagonal.

```lean
/-- Along a line of strains the metric is a quadratic polynomial in the line parameter. -/
theorem cellMetric_line (h e a : Matrix n n ℝ) (t : ℝ) :
    cellMetric h (e + t • a) = cellMetric h e
      + t • (hᵀ * (aᵀ * (1 + e) + (1 + e)ᵀ * a) * h) + t ^ 2 • (hᵀ * (aᵀ * a) * h) := by
  have h1 : (1 : Matrix n n ℝ) + (e + t • a) = (1 + e) + t • a := by abel
  unfold cellMetric
  rw [h1]
  generalize (1 : Matrix n n ℝ) + e = F
  simp only [Matrix.transpose_add, Matrix.transpose_smul, Matrix.mul_add, Matrix.add_mul,
    Matrix.mul_smul, Matrix.smul_mul, Matrix.mul_assoc]
  module
```

## The energy is differentiable at the metric considered

Physically, this excludes a kink in the energy at that metric, such as a level crossing can produce. By hand, it permits the chain rule, in which the quadratic term drops out:

\[
\left.\frac{d}{dt}E(e+ta)\right|_{0}=\sum_{kl}G_{kl}B_{kl}=\operatorname{tr}(G^TB).
\]

`linear_eq_trace` supplies the last form, for any linear functional.

```lean
/-- A linear functional of a matrix is the trace pairing with the matrix of its values on the
elementary matrices. -/
theorem linear_eq_trace (L : Matrix n n ℝ →L[ℝ] ℝ) (M : Matrix n n ℝ) :
    L M = ((Matrix.of fun k l => L (Matrix.single k l (1 : ℝ)))ᵀ * M).trace := by
  have hs : ∀ k l, L (Matrix.single k l (M k l)) = L (Matrix.single k l (1 : ℝ)) * M k l := by
    intro k l
    have h1 : Matrix.single k l (M k l) = M k l • Matrix.single k l (1 : ℝ) := by
      simp [Matrix.smul_single]
    rw [h1, map_smul, smul_eq_mul, mul_comm]
  conv_lhs => rw [Matrix.matrix_eq_sum_single M]
  simp only [map_sum, hs, Matrix.trace, Matrix.diag_apply, Matrix.mul_apply,
    Matrix.transpose_apply, Matrix.of_apply]
  exact Finset.sum_comm
```

Cyclicity of the trace, with a transposition in the second line, moves \(a\) to the right:

\[
\begin{aligned}
\operatorname{tr}(G^Th^TF^Tah)&=\operatorname{tr}(hG^Th^TF^Ta),\\
\operatorname{tr}(G^Th^Ta^TFh)&=\operatorname{tr}(h^TF^TahG)=\operatorname{tr}(hGh^TF^Ta).
\end{aligned}
\]

The sum is \(\operatorname{tr}(S^Ta)\) with

\[
S=Fh(G+G^T)h^T.
\]

In the proof below, `h1` and `h2` are these two lines, `h3` adds them, and `comp_hasDerivAt` is the chain rule.

```lean
/-- If `φ` is differentiable at the metric of the cell after the strain `e`, then the derivative of
the energy at `e` along any direction `a` is the trace pairing of `a` with `(1 + e) h (G + Gᵀ) hᵀ`,
where `G` is the metric gradient. -/
theorem hasDerivAt_strainEnergy (φ : Matrix n n ℝ → ℝ) (h e a : Matrix n n ℝ)
    (hφ : DifferentiableAt ℝ φ (cellMetric h e)) :
    HasDerivAt (fun t : ℝ => strainEnergy φ h (e + t • a))
      (((1 + e) * h * (metricGradient φ (cellMetric h e)
        + (metricGradient φ (cellMetric h e))ᵀ) * hᵀ)ᵀ * a).trace 0 := by
  have hline := cellMetric_line h e a
  unfold strainEnergy
  simp only [hline]
  have hL := linear_eq_trace (fderiv ℝ φ (cellMetric h e))
    (hᵀ * (aᵀ * (1 + e) + (1 + e)ᵀ * a) * h)
  change _ = ((metricGradient φ (cellMetric h e))ᵀ * _).trace at hL
  generalize metricGradient φ (cellMetric h e) = G at hL ⊢
  generalize cellMetric h e = A at hφ hL ⊢
  generalize (1 : Matrix n n ℝ) + e = F at hL ⊢
  -- cyclicity of the trace moves the variation `a` to the right
  have h1 : (Gᵀ * (hᵀ * (Fᵀ * a) * h)).trace = (h * Gᵀ * hᵀ * Fᵀ * a).trace := by
    have := Matrix.trace_mul_comm (Gᵀ * hᵀ * Fᵀ * a) h
    simpa only [Matrix.mul_assoc] using this
  have h2 : (Gᵀ * (hᵀ * (aᵀ * F) * h)).trace = (h * G * hᵀ * Fᵀ * a).trace := by
    rw [← Matrix.trace_transpose]
    simp only [Matrix.transpose_mul, Matrix.transpose_transpose]
    have := Matrix.trace_mul_comm (hᵀ * Fᵀ * a) (h * G)
    simpa only [Matrix.mul_assoc] using this
  have h3 : ((F * h * (G + Gᵀ) * hᵀ)ᵀ * a).trace
      = fderiv ℝ φ A (hᵀ * (aᵀ * F + Fᵀ * a) * h) := by
    have e1 : (F * h * (G + Gᵀ) * hᵀ)ᵀ * a
        = h * G * hᵀ * Fᵀ * a + h * Gᵀ * hᵀ * Fᵀ * a := by
      simp only [Matrix.transpose_mul, Matrix.transpose_add, Matrix.transpose_transpose]
      noncomm_ring
    have e2 : Gᵀ * (hᵀ * (aᵀ * F + Fᵀ * a) * h)
        = Gᵀ * (hᵀ * (aᵀ * F) * h) + Gᵀ * (hᵀ * (Fᵀ * a) * h) := by
      noncomm_ring
    rw [hL, e1, e2, Matrix.trace_add, Matrix.trace_add, h1, h2]
  rw [h3]
  generalize hᵀ * (aᵀ * F + Fᵀ * a) * h = B
  generalize hᵀ * (aᵀ * a) * h = C
  -- chain rule along the quadratic curve of metrics
  have hc : HasDerivAt (fun t : ℝ => A + t • B + t ^ 2 • C) B 0 :=
    ((((hasDerivAt_id' (0 : ℝ)).smul_const B).const_add A).fun_add
      ((hasDerivAt_pow 2 (0 : ℝ)).smul_const C)).congr_deriv (by simp)
  have h0 : A + (0 : ℝ) • B + (0 : ℝ) ^ 2 • C = A := by simp
  have hφ' : HasFDerivAt φ (fderiv ℝ φ A) (A + (0 : ℝ) • B + (0 : ℝ) ^ 2 • C) := by
    rw [h0]
    exact hφ.hasFDerivAt
  exact hφ'.comp_hasDerivAt (0 : ℝ) hc
```

Taking \(a\) to be the matrix with a single 1 at position \(ij\) gives \(\operatorname{tr}(S^Ta)=S_{ij}\), so \(S\) is the strain gradient.

```lean
/-- If `φ` is differentiable at the metric of the cell after the strain `e`, then the strain
gradient at `e` equals `(1 + e) h (G + Gᵀ) hᵀ`, where `G` is the metric gradient. -/
theorem strainGradient_eq (φ : Matrix n n ℝ → ℝ) (h e : Matrix n n ℝ)
    (hφ : DifferentiableAt ℝ φ (cellMetric h e)) :
    strainGradient φ h e = (1 + e) * h * (metricGradient φ (cellMetric h e)
      + (metricGradient φ (cellMetric h e))ᵀ) * hᵀ := by
  ext i j
  have hd := (hasDerivAt_strainEnergy φ h e (Matrix.single i j (1 : ℝ)) hφ).deriv
  rw [strainGradient, Matrix.of_apply, hd]
  generalize (1 + e) * h * (metricGradient φ (cellMetric h e)
      + (metricGradient φ (cellMetric h e))ᵀ) * hᵀ = S
  simp [Matrix.trace, Matrix.mul_apply, Matrix.single_apply, ite_and]
```

Without differentiability, the derivatives of the energy at zero strain need not exist, even along an antisymmetric direction. Take \(n=2\), \(h=1\) and \(\varphi(g)=\sqrt{|g_{11}-1|}\). Along the antisymmetric matrix with rows \((0,1)\) and \((-1,0)\), the energy is \(|t|\), which has no derivative at zero; nor does the partial derivative with respect to \(e_{11}\) exist.

## The direction is antisymmetric and the strain is zero

At any strain, \(SF^T=Fh(G+G^T)h^TF^T\) is symmetric. This neighbouring result follows from the same formula.

```lean
/-- If `φ` is differentiable at the metric of the cell after the strain `e`, then the strain
gradient at `e` multiplied on the right by `(1 + e)ᵀ` is symmetric. -/
theorem finite_strain_symmetric (φ : Matrix n n ℝ → ℝ) (h e : Matrix n n ℝ)
    (hφ : DifferentiableAt ℝ φ (cellMetric h e)) :
    (strainGradient φ h e * (1 + e)ᵀ).IsSymm := by
  rw [strainGradient_eq φ h e hφ, Matrix.IsSymm]
  simp only [Matrix.transpose_mul, Matrix.transpose_add, Matrix.transpose_transpose,
    Matrix.mul_assoc]
  rw [add_comm (metricGradient φ (cellMetric h e))ᵀ]
```

At \(e=0\), \(F=1\), so \(S\) itself is symmetric. An antisymmetric \(w\) generates an infinitesimal rotation, and

\[
\operatorname{tr}(S^Tw)=\operatorname{tr}(Sw)=\operatorname{tr}(w^TS)=-\operatorname{tr}(wS)=-\operatorname{tr}(Sw),
\]

hence the derivative vanishes.

`stress_symmetric` assumes differentiability only at \(h^Th\); \(h\) may be singular. Its three clauses give the zero derivative along every `w` with `wᵀ = -w`, the existence of all partial derivatives, and their symmetry. The second clause matters because Lean's `deriv` returns zero where no derivative exists.

```lean
/-- For an energy that depends on strain only through the metric, as a function `φ` of the metric
that is differentiable at `hᵀ h`, the derivative at zero strain vanishes along every antisymmetric
matrix, and the partial derivatives there exist and form a symmetric matrix. -/
theorem stress_symmetric (φ : Matrix n n ℝ → ℝ) (h : Matrix n n ℝ)
    (hφ : DifferentiableAt ℝ φ (hᵀ * h)) :
    (∀ w : Matrix n n ℝ, wᵀ = -w →
      HasDerivAt (fun t : ℝ => strainEnergy φ h (t • w)) 0 0) ∧
    (∀ i j, HasDerivAt (fun t : ℝ => strainEnergy φ h (t • Matrix.single i j (1 : ℝ)))
      (strainGradient φ h 0 i j) 0) ∧
    (strainGradient φ h 0).IsSymm := by
  have hg : cellMetric h 0 = hᵀ * h := by simp [cellMetric]
  have hφ0 : DifferentiableAt ℝ φ (cellMetric h 0) := by
    rw [hg]
    exact hφ
  have hsymm : (strainGradient φ h 0).IsSymm := by
    have := finite_strain_symmetric φ h 0 hφ0
    rwa [add_zero, Matrix.transpose_one, Matrix.mul_one] at this
  have hder : ∀ a : Matrix n n ℝ, HasDerivAt (fun t : ℝ => strainEnergy φ h (t • a))
      ((strainGradient φ h 0)ᵀ * a).trace 0 := by
    intro a
    have := hasDerivAt_strainEnergy φ h 0 a hφ0
    rw [← strainGradient_eq φ h 0 hφ0] at this
    simpa only [zero_add] using this
  refine ⟨fun w hw => ?_, fun i j => ?_, hsymm⟩
  · -- a symmetric matrix pairs to zero with an antisymmetric one
    have h1 : ((strainGradient φ h 0)ᵀ * w).trace = 0 := by
      rw [hsymm.eq]
      have h2 := Matrix.trace_transpose (strainGradient φ h 0 * w)
      rw [Matrix.transpose_mul, hw, hsymm.eq, Matrix.neg_mul, Matrix.trace_neg,
        Matrix.trace_mul_comm] at h2
      linarith
    exact (hder w).congr_deriv h1
  · exact (hder (Matrix.single i j (1 : ℝ))).differentiableAt.hasDerivAt.congr_deriv
      (by simp [strainGradient])
```

Without antisymmetry the derivative need not vanish: for \(\varphi=\operatorname{tr}\), \(h=1\) and \(a=1\) it is \(2n\). For \(n=1\) the only antisymmetric direction is zero and symmetry is automatic, while the formula reduces to \(E'(0)=2h^2\varphi'(h^2)\).

For a plane-wave total energy that is a differentiable function of the metric at fixed fractional coordinates, an antisymmetric part in the computed zero-strain stress therefore signals an error or numerical noise.

## A finite shear can break the symmetry of the gradient

At nonzero strain \(S\) itself need not be symmetric. Take the unit square cell with \(\varphi=\operatorname{tr}\) and a shear whose only nonzero entry is \(e_{12}=1\), which Lean indexes as `0 1`. Varying \(e_{12}\) gives the energy \(2+(1+t)^2\), with derivative 2 at \(t=0\); varying \(e_{21}\) gives \(3+t^2\), with derivative 0. The proof computes these two functions and compares their derivatives.

```lean
/-- For the trace energy of the unit square cell, the strain gradient at a finite simple shear
is not symmetric. -/
theorem sheared_gradient_not_symmetric :
    ¬ (strainGradient (Matrix.trace : Matrix (Fin 2) (Fin 2) ℝ → ℝ) 1 !![0, 1; 0, 0]).IsSymm := by
  intro hs
  have h01 := hs.apply 0 1
  simp only [strainGradient, Matrix.of_apply] at h01
  have f1 : (fun t : ℝ => strainEnergy (Matrix.trace : Matrix (Fin 2) (Fin 2) ℝ → ℝ) 1
      (!![0, 1; 0, 0] + t • Matrix.single 0 1 (1 : ℝ))) = fun t => 2 + (1 + t) ^ 2 := by
    funext t
    simp [strainEnergy, cellMetric, Matrix.trace_fin_two, Matrix.mul_apply, Fin.sum_univ_two,
      Matrix.single_apply, Matrix.one_apply]
    ring
  have f2 : (fun t : ℝ => strainEnergy (Matrix.trace : Matrix (Fin 2) (Fin 2) ℝ → ℝ) 1
      (!![0, 1; 0, 0] + t • Matrix.single 1 0 (1 : ℝ))) = fun t => 3 + t ^ 2 := by
    funext t
    simp [strainEnergy, cellMetric, Matrix.trace_fin_two, Matrix.mul_apply, Fin.sum_univ_two,
      Matrix.single_apply, Matrix.one_apply]
    ring
  have d1 : HasDerivAt (fun t : ℝ => 2 + (1 + t) ^ 2) 2 0 :=
    ((((hasDerivAt_id' (0 : ℝ)).const_add 1).fun_pow 2).const_add 2).congr_deriv (by norm_num)
  have d2 : HasDerivAt (fun t : ℝ => 3 + t ^ 2) 0 0 :=
    ((hasDerivAt_pow 2 (0 : ℝ)).const_add 3).congr_deriv (by norm_num)
  rw [f1, f2, d1.deriv, d2.deriv] at h01
  norm_num at h01

end

end PlaneWaveStress
```

```lean
#print axioms PlaneWaveStress.finite_strain_symmetric
#print axioms PlaneWaveStress.stress_symmetric
#print axioms PlaneWaveStress.sheared_gradient_not_symmetric
```

```
'PlaneWaveStress.finite_strain_symmetric' depends on axioms: [propext, Classical.choice, Quot.sound]
'PlaneWaveStress.stress_symmetric' depends on axioms: [propext, Classical.choice, Quot.sound]
'PlaneWaveStress.sheared_gradient_not_symmetric' depends on axioms: [propext, Classical.choice, Quot.sound]
```
